# The integral against a Gaussian of a quadratic polynomial about its centre

For real `m`, `α`, `β`, `γ` and `p > 0`, the lemma states that the integral over the real line of α + β(y − m) + γ(y − m)² times the Gaussian exp(−p(y − m)²) is (α + γ/(2p))√(π/p). The Gaussian is unnormalised; divided by its own integral √(π/p), it gives the polynomial the mean α + γ/(2p), to which the linear term adds nothing. The attempt moves the centre to zero and shows that (βz + γz² − γ/(2p))exp(−pz²) is a total derivative with integral zero. It then means to add this integral to that of the constant α + γ/(2p) times the Gaussian, and so recover the polynomial.

Lean 4 with Mathlib refuses this proof:

```lean
import Mathlib

open Real MeasureTheory

namespace GaussianMoment

noncomputable section

/-- The integral of a quadratic polynomial against a Gaussian of exponent `p > 0`. -/
theorem gaussian_moment {p : ℝ} (hp : 0 < p) (m α β γ : ℝ) :
    ∫ y, (α + β * (y - m) + γ * (y - m) ^ 2) * Real.exp (-p * (y - m) ^ 2)
      = (α + γ / (2 * p)) * √(π / p) := by
  refine (integral_sub_right_eq_self (μ := volume)
    (fun z : ℝ => (α + β * z + γ * z ^ 2) * Real.exp (-p * z ^ 2)) m).trans ?_
  have hp0 := hp.ne'
  have h0 := integrable_exp_neg_mul_sq hp
  have h1 := integrable_mul_exp_neg_mul_sq hp
  have h2 : Integrable (fun z : ℝ => z ^ 2 * Real.exp (-p * z ^ 2)) := by
    simpa using integrable_rpow_mul_exp_neg_mul_sq hp (s := 2) (by norm_num)
  have hf' : Integrable (fun z : ℝ =>
      (β * z + γ * z ^ 2 - γ / (2 * p)) * Real.exp (-p * z ^ 2)) := by
    refine (((h1.const_mul β).add (h2.const_mul γ)).sub
      (h0.const_mul (γ / (2 * p)))).congr (Filter.Eventually.of_forall fun z => ?_)
    show β * (z * Real.exp (-p * z ^ 2)) + γ * (z ^ 2 * Real.exp (-p * z ^ 2))
      - γ / (2 * p) * Real.exp (-p * z ^ 2) = _
    ring
  have hf : Integrable (fun z : ℝ => -(β + γ * z) / (2 * p) * Real.exp (-p * z ^ 2)) := by
    refine ((h0.const_mul (-β / (2 * p))).add (h1.const_mul (-γ / (2 * p)))).congr
      (Filter.Eventually.of_forall fun z => ?_)
    show -β / (2 * p) * Real.exp (-p * z ^ 2)
      + -γ / (2 * p) * (z * Real.exp (-p * z ^ 2)) = _
    ring
  -- apart from a constant, the polynomial gives a total derivative
  have hz := integral_eq_zero_of_hasDerivAt_of_integrable (fun z => by
    have he : HasDerivAt (fun z : ℝ => Real.exp (-p * z ^ 2))
        (Real.exp (-p * z ^ 2) * (-p * (2 * z))) z :=
      (((hasDerivAt_pow 2 z).const_mul (-p)).exp).congr_deriv (by simp)
    have hl : HasDerivAt (fun z : ℝ => -(β + γ * z) / (2 * p)) (-γ / (2 * p)) z :=
      (((((hasDerivAt_id' z).const_mul γ).const_add β).fun_neg).div_const
        (2 * p)).congr_deriv (by ring)
    exact (hl.fun_mul he).congr_deriv (by field_simp; ring)) hf' hf
  rw [← integral_gaussian p, ← integral_const_mul, ← add_zero (∫ z : ℝ, _ * _), ← hz,
    ← integral_add (h0.const_mul _) hf']
  congr 1
  ext z
  ring

end

end GaussianMoment
```

Messages:

```
Main.lean:43:4: error: Tactic `rewrite` failed: Did not find an occurrence of the pattern
  (∫ (a : ℝ), ?m.995 * rexp (-p * a ^ 2)) + ∫ (a : ℝ), (β * a + γ * a ^ 2 - γ / (2 * p)) * rexp (-p * a ^ 2)
in the target expression
  (∫ (z : ℝ), (α + β * z + γ * z ^ 2) * rexp (-p * z ^ 2)) +
      ∫ (x : ℝ), (β * x + γ * x ^ 2 - γ / (2 * p)) * rexp (-p * x ^ 2) =
    ∫ (a : ℝ), (α + γ / (2 * p)) * rexp (-p * a ^ 2)

p : ℝ
hp : 0 < p
m α β γ : ℝ
hp0 : p ≠ 0
h0 : Integrable (fun x => rexp (-p * x ^ 2)) volume
h1 : Integrable (fun x => x * rexp (-p * x ^ 2)) volume
h2 : Integrable (fun z => z ^ 2 * rexp (-p * z ^ 2)) volume
hf' : Integrable (fun z => (β * z + γ * z ^ 2 - γ / (2 * p)) * rexp (-p * z ^ 2)) volume
hf : Integrable (fun z => -(β + γ * z) / (2 * p) * rexp (-p * z ^ 2)) volume
hz : ∫ (x : ℝ), (β * x + γ * x ^ 2 - γ / (2 * p)) * rexp (-p * x ^ 2) = 0
⊢ (∫ (z : ℝ), (α + β * z + γ * z ^ 2) * rexp (-p * z ^ 2)) +
      ∫ (x : ℝ), (β * x + γ * x ^ 2 - γ / (2 * p)) * rexp (-p * x ^ 2) =
    ∫ (a : ℝ), (α + γ / (2 * p)) * rexp (-p * a ^ 2)
```

The zero was added to the wrong side. In `← add_zero (∫ z : ℝ, _ * _)` the holes can stand for any factors, and the rewrite took the polynomial's integral on the left instead of the constant multiple of the Gaussian on the right. After `← hz`, the left side was therefore a sum whose first integrand has the factor `α + β * z + γ * z ^ 2`. But `← integral_add (h0.const_mul _) hf'` looks for a factor that doesn't depend on the integration variable, so it found no match.

The repair drops the `add_zero` step and works on the left on purpose. `integral_sub`, with `hz` and `sub_zero`, gives `h`: subtracting the integrand of zero integral leaves the polynomial's integral unchanged. `rw [← h, …]` puts the difference in place, and `ring` reduces its integrand to the constant multiple of the Gaussian. `integral_sub` needs the whole polynomial integrand to be integrable, which the new `hi` supplies for any coefficients. The rewritten `hf` and derivative proof, and the inlined facts, are tidying.

Lean accepts the file once it reads:

```diff
@@ -13,22 +13,17 @@
   refine (integral_sub_right_eq_self (μ := volume)
     (fun z : ℝ => (α + β * z + γ * z ^ 2) * Real.exp (-p * z ^ 2)) m).trans ?_
-  have hp0 := hp.ne'
-  have h0 := integrable_exp_neg_mul_sq hp
-  have h1 := integrable_mul_exp_neg_mul_sq hp
   have h2 : Integrable (fun z : ℝ => z ^ 2 * Real.exp (-p * z ^ 2)) := by
     simpa using integrable_rpow_mul_exp_neg_mul_sq hp (s := 2) (by norm_num)
-  have hf' : Integrable (fun z : ℝ =>
-      (β * z + γ * z ^ 2 - γ / (2 * p)) * Real.exp (-p * z ^ 2)) := by
-    refine (((h1.const_mul β).add (h2.const_mul γ)).sub
-      (h0.const_mul (γ / (2 * p)))).congr (Filter.Eventually.of_forall fun z => ?_)
-    show β * (z * Real.exp (-p * z ^ 2)) + γ * (z ^ 2 * Real.exp (-p * z ^ 2))
-      - γ / (2 * p) * Real.exp (-p * z ^ 2) = _
+  have hi : ∀ u v w : ℝ, Integrable (fun z : ℝ =>
+      (u + v * z + w * z ^ 2) * Real.exp (-p * z ^ 2)) := fun u v w => by
+    refine ((((integrable_exp_neg_mul_sq hp).const_mul u).add
+      ((integrable_mul_exp_neg_mul_sq hp).const_mul v)).add (h2.const_mul w)).congr
+      (Filter.Eventually.of_forall fun z => ?_)
+    show u * Real.exp (-p * z ^ 2) + v * (z * Real.exp (-p * z ^ 2))
+      + w * (z ^ 2 * Real.exp (-p * z ^ 2)) = _
     ring
-  have hf : Integrable (fun z : ℝ => -(β + γ * z) / (2 * p) * Real.exp (-p * z ^ 2)) := by
-    refine ((h0.const_mul (-β / (2 * p))).add (h1.const_mul (-γ / (2 * p)))).congr
-      (Filter.Eventually.of_forall fun z => ?_)
-    show -β / (2 * p) * Real.exp (-p * z ^ 2)
-      + -γ / (2 * p) * (z * Real.exp (-p * z ^ 2)) = _
-    ring
+  have hf : Integrable (fun z : ℝ =>
+      (-β / (2 * p) + -γ / (2 * p) * z) * Real.exp (-p * z ^ 2)) := by
+    simpa using hi (-β / (2 * p)) (-γ / (2 * p)) 0
   -- apart from a constant, the polynomial gives a total derivative
   have hz := integral_eq_zero_of_hasDerivAt_of_integrable (fun z => by
@@ -36,10 +31,11 @@
         (Real.exp (-p * z ^ 2) * (-p * (2 * z))) z :=
       (((hasDerivAt_pow 2 z).const_mul (-p)).exp).congr_deriv (by simp)
-    have hl : HasDerivAt (fun z : ℝ => -(β + γ * z) / (2 * p)) (-γ / (2 * p)) z :=
-      (((((hasDerivAt_id' z).const_mul γ).const_add β).fun_neg).div_const
-        (2 * p)).congr_deriv (by ring)
-    exact (hl.fun_mul he).congr_deriv (by field_simp; ring)) hf' hf
-  rw [← integral_gaussian p, ← integral_const_mul, ← add_zero (∫ z : ℝ, _ * _), ← hz,
-    ← integral_add (h0.const_mul _) hf']
+    exact ((((hasDerivAt_id' z).const_mul (-γ / (2 * p))).const_add
+      (-β / (2 * p))).fun_mul he).congr_deriv (by
+        linear_combination (β * z + γ * z ^ 2) * Real.exp (-p * z ^ 2)
+          * mul_inv_cancel₀ hp.ne')) (hi (-(γ / (2 * p))) β γ) hf
+  have h := integral_sub (hi α β γ) (hi (-(γ / (2 * p))) β γ)
+  rw [hz, sub_zero] at h
+  rw [← h, ← integral_gaussian p, ← integral_const_mul]
   congr 1
   ext z
```
